# Two-particle kinetic energy splits into centre-of-mass and relative parts

For two particles of positive masses m₁ and m₂, the lemma states that p₀²/(2m₁) + p₁²/(2m₂) = P²/(2M) + q²/(2μ). Here M = m₁ + m₂ is the total mass, μ = m₁m₂/M the reduced mass, P = p₀ + p₁ the total momentum and q = (m₂p₀ − m₁p₁)/M the relative momentum, with squares summed over finitely many spatial directions. The momentum components are arbitrary elements of a complex algebra, and no commutation relations are assumed. The proof works one direction at a time, expands the squares, and compares the complex coefficients of the four ordered products of p₀ and p₁.

As first written in Lean, the proof fails:

```lean
import Mathlib

open MvPolynomial (pderiv)

namespace CentreOfMassSeparation

noncomputable section

variable {ι A : Type*} [Ring A] [Algebra ℂ A]

/-- The fraction of the total mass carried by the first of two masses. -/
def massFrac (m₁ m₂ : ℝ) : ℂ := m₁ / (m₁ + m₂)

/-- The reduced mass of two particles. -/
def reducedMass (m₁ m₂ : ℝ) : ℝ := m₁ * m₂ / (m₁ + m₂)

/-- The total momentum `p₀ + p₁`. -/
def totalMomentum (p : Fin 2 → ι → A) (i : ι) : A := p 0 i + p 1 i

/-- The relative momentum `(m₂ p₀ - m₁ p₁) / M`, where `M = m₁ + m₂`. -/
def relMomentum (m₁ m₂ : ℝ) (p : Fin 2 → ι → A) (i : ι) : A :=
  massFrac m₂ m₁ • p 0 i - massFrac m₁ m₂ • p 1 i

/-- The kinetic energy `p² / (2m)`, summed over the spatial directions. -/
def kinetic [Fintype ι] (m : ℝ) (p : ι → A) : A := (1 / (2 * (m : ℂ))) • ∑ i, p i ^ 2

/-- The kinetic energy of two particles is that of the total mass with the total momentum plus
that of the reduced mass with the relative momentum. -/
theorem kinetic_separates [Fintype ι] {m₁ m₂ : ℝ} (h₁ : 0 < m₁) (h₂ : 0 < m₂)
    (p : Fin 2 → ι → A) :
    kinetic m₁ (p 0) + kinetic m₂ (p 1) =
      kinetic (m₁ + m₂) (totalMomentum p) +
        kinetic (reducedMass m₁ m₂) (relMomentum m₁ m₂ p) := by
  have hM : (m₁ : ℂ) + m₂ ≠ 0 := by exact_mod_cast (add_pos h₁ h₂).ne'
  have k₁ : (m₁ : ℂ) ≠ 0 := by exact_mod_cast h₁.ne'
  have k₂ : (m₂ : ℂ) ≠ 0 := by exact_mod_cast h₂.ne'
  have hw : massFrac m₂ m₁ = m₂ / (m₁ + m₂) := by
    rw [massFrac, add_comm (m₂ : ℂ) m₁]
  simp only [kinetic, Finset.smul_sum, ← Finset.sum_add_distrib]
  refine Finset.sum_congr rfl fun i _ => ?_
  simp only [totalMomentum, relMomentum, hw, pow_two, mul_add, add_mul, mul_sub, sub_mul,
    smul_mul_assoc, mul_smul_comm, reducedMass, massFrac]
  push_cast
  -- compare the coefficients of the four products of momenta
  match_scalars <;> field_simp <;> ring

end

end CentreOfMassSeparation
```

Messages:

```
Try this:
  [apply] ring_nf
  
  The `ring` tactic failed to close the goal. Use `ring_nf` to obtain a normal form.
    
  Note that `ring` works primarily in *commutative* rings. If you have a noncommutative ring, abelian group or module, consider using `noncomm_ring`, `abel` or `module` instead.
Try this:
  [apply] ring_nf
  
  The `ring` tactic failed to close the goal. Use `ring_nf` to obtain a normal form.
    
  Note that `ring` works primarily in *commutative* rings. If you have a noncommutative ring, abelian group or module, consider using `noncomm_ring`, `abel` or `module` instead.
Try this:
  [apply] ring_nf
  
  The `ring` tactic failed to close the goal. Use `ring_nf` to obtain a normal form.
    
  Note that `ring` works primarily in *commutative* rings. If you have a noncommutative ring, abelian group or module, consider using `noncomm_ring`, `abel` or `module` instead.
Main.lean:33:61: error: unsolved goals
ι : Type u_1
A : Type u_2
inst✝² : Ring A
inst✝¹ : Algebra ℂ A
inst✝ : Fintype ι
m₁ m₂ : ℝ
h₁ : 0 < m₁
h₂ : 0 < m₂
p : Fin 2 → ι → A
hM : ↑m₁ + ↑m₂ ≠ 0
k₁ : ↑m₁ ≠ 0
k₂ : ↑m₂ ≠ 0
hw : massFrac m₂ m₁ = ↑m₂ / (↑m₁ + ↑m₂)
i : ι
x✝ : i ∈ Finset.univ
⊢ ↑m₁ + ↑m₂ =
    ↑m₁ + ↑m₁ * ↑m₂ ^ 2 * (↑m₁ * ↑m₂ * 2 + ↑m₁ ^ 2 + ↑m₂ ^ 2)⁻¹ * 2 +
        ↑m₁ ^ 2 * ↑m₂ * (↑m₁ * ↑m₂ * 2 + ↑m₁ ^ 2 + ↑m₂ ^ 2)⁻¹ +
      ↑m₂ ^ 3 * (↑m₁ * ↑m₂ * 2 + ↑m₁ ^ 2 + ↑m₂ ^ 2)⁻¹

ι : Type u_1
A : Type u_2
inst✝² : Ring A
inst✝¹ : Algebra ℂ A
inst✝ : Fintype ι
m₁ m₂ : ℝ
h₁ : 0 < m₁
h₂ : 0 < m₂
p : Fin 2 → ι → A
hM : ↑m₁ + ↑m₂ ≠ 0
k₁ : ↑m₁ ≠ 0
k₂ : ↑m₂ ≠ 0
hw : massFrac m₂ m₁ = ↑m₂ / (↑m₁ + ↑m₂)
i : ι
x✝ : i ∈ Finset.univ
⊢ 0 = 1 - ↑m₁ * (↑m₁ + ↑m₂)⁻¹ - ↑m₂ * (↑m₁ + ↑m₂)⁻¹

ι : Type u_1
A : Type u_2
inst✝² : Ring A
inst✝¹ : Algebra ℂ A
inst✝ : Fintype ι
m₁ m₂ : ℝ
h₁ : 0 < m₁
h₂ : 0 < m₂
p : Fin 2 → ι → A
hM : ↑m₁ + ↑m₂ ≠ 0
k₁ : ↑m₁ ≠ 0
k₂ : ↑m₂ ≠ 0
hw : massFrac m₂ m₁ = ↑m₂ / (↑m₁ + ↑m₂)
i : ι
x✝ : i ∈ Finset.univ
⊢ 0 = 1 - ↑m₁ * (↑m₁ + ↑m₂)⁻¹ - ↑m₂ * (↑m₁ + ↑m₂)⁻¹
Main.lean:41:41: warning: This simp argument is unused:
  hw

Hint: Omit it from the simp argument list.
  [apply] simp only [totalMomentum, relMomentum, pow_two, mul_add, add_mul, mul_sub, sub_mul, smul_mul_assoc,
    mul_smul_comm, reducedMass, massFrac]

Note: This linter can be disabled with `set_option linter.unusedSimpArgs false`
```

The mended proof, as a diff:

```diff
@@ -37,8 +37,9 @@
   have hw : massFrac m₂ m₁ = m₂ / (m₁ + m₂) := by
     rw [massFrac, add_comm (m₂ : ℂ) m₁]
+  have hv : massFrac m₁ m₂ = m₁ / (m₁ + m₂) := rfl
   simp only [kinetic, Finset.smul_sum, ← Finset.sum_add_distrib]
   refine Finset.sum_congr rfl fun i _ => ?_
-  simp only [totalMomentum, relMomentum, hw, pow_two, mul_add, add_mul, mul_sub, sub_mul,
-    smul_mul_assoc, mul_smul_comm, reducedMass, massFrac]
+  simp only [totalMomentum, relMomentum, hw, hv, pow_two, mul_add, add_mul, mul_sub, sub_mul,
+    smul_mul_assoc, mul_smul_comm, reducedMass]
   push_cast
   -- compare the coefficients of the four products of momenta
```

Diagnosis. The three unsolved goals are true identities between complex coefficients, so noncommuting momenta are not the obstacle. They remain because a denominator was not cancelled: the second and third, for instance, need only (m₁ + m₂)/(m₁ + m₂) = 1.

The warning that `hw` is unused shows why. The `simp only` call was also given `massFrac`, and it unfolded `massFrac m₂ m₁` by definition, giving the denominator `m₂ + m₁`, before `hw` could rewrite it with `m₁ + m₂`. The hypothesis `hM` says that `m₁ + m₂` is nonzero, and `field_simp` did not use it for the sum in the other order. `ring` then put the sums in a common order, but it can't cancel a denominator that may be zero.

The repair takes `massFrac` out of the `simp only` list, so `hw` is used. The new `hv` unfolds the other fraction, `massFrac m₁ m₂`, in its place. Both denominators now read `m₁ + m₂`, matching `hM`, so `field_simp` can clear them and `ring` closes the goals.
